# With positive damping, DIIS coefficients are unique and bounded

In a self-consistent field calculation, DIIS builds the next Fock matrix from stored ones, using coefficients $c_i$ that sum to one and make the combined error small. Nearly dependent stored errors can make these coefficients very large. Damping here means adding a penalty $\varepsilon\sum_i c_i^2$ with $\varepsilon>0$ to the squared norm of the combined error, not mixing successive densities or Fock matrices. It limits the coefficients: the minimiser is unique, and its squared coefficients sum to at most $1+\|e_j\|^2/(2\varepsilon)$ for every stored error $e_j$. This concerns one extrapolation step with fixed errors and exact arithmetic, not convergence of the whole iteration.

## The damped problem

```lean
import Mathlib

open Finset

namespace DampedDIIS

noncomputable section

variable {ι E : Type*} [Fintype ι] [NormedAddCommGroup E] [InnerProductSpace ℝ E]
```

The finite type `ι` labels the stored errors, and `E` is a real inner product space of any dimension. Real commutator matrices with the Frobenius inner product are one example.

```lean
/-- The extrapolated error vector: the combination of the stored errors `e i` with
coefficients `c i`. -/
def extrapolatedError (e : ι → E) (c : ι → ℝ) : E := ∑ i, c i • e i
```

A family `e : ι → E` assigns an error $e_i$ to each label. The extrapolated error is $r(c)=\sum_i c_i e_i$; the symbol `•` multiplies a vector by a number.

```lean
/-- The damped DIIS objective: squared norm of the extrapolated error plus `ε` times the
sum of squared coefficients. -/
def objective (ε : ℝ) (e : ι → E) (c : ι → ℝ) : ℝ :=
  ‖extrapolatedError e c‖ ^ 2 + ε * ∑ i, c i ^ 2
```

The objective is $J(c)=\|r(c)\|^2+\varepsilon\sum_i c_i^2$. The parameter $\varepsilon$ sets the price of large coefficients, in units of squared error.

```lean
/-- Coefficients solve the damped DIIS problem if they sum to one and minimise the objective
among all coefficients that sum to one. -/
def IsSolution (ε : ℝ) (e : ι → E) (c : ι → ℝ) : Prop :=
  ∑ i, c i = 1 ∧ ∀ d : ι → ℝ, ∑ i, d i = 1 → objective ε e c ≤ objective ε e d
```

`IsSolution` says that $\sum_i c_i=1$ and that $J(c)\le J(d)$ whenever $\sum_i d_i=1$. Coefficients that sum to one are called admissible; they may be negative.

## An identity at the minimum

```lean
/-- Along a line in coefficient space the damped objective is a quadratic polynomial in the
step length `t`. -/
theorem objective_line (ε : ℝ) (e : ι → E) (c v : ι → ℝ) (t : ℝ) :
    objective ε e (c + t • v) = objective ε e c
      + 2 * t * (inner ℝ (extrapolatedError e c) (extrapolatedError e v)
        + ε * ∑ i, c i * v i) + t ^ 2 * objective ε e v := by
  have hX : extrapolatedError e (c + t • v)
      = extrapolatedError e c + t • extrapolatedError e v := by
    simp [extrapolatedError, add_smul, mul_smul, Finset.sum_add_distrib, Finset.smul_sum]
  have hS : ∑ i, (c + t • v) i ^ 2
      = ∑ i, c i ^ 2 + 2 * t * ∑ i, c i * v i + t ^ 2 * ∑ i, v i ^ 2 := by
    simp only [Finset.mul_sum, ← Finset.sum_add_distrib]
    refine Finset.sum_congr rfl fun i _ => ?_
    simp only [Pi.add_apply, Pi.smul_apply, smul_eq_mul]
    ring
  unfold objective
  rw [hX, hS, norm_add_sq_real, real_inner_smul_right, norm_smul, mul_pow,
    Real.norm_eq_abs, sq_abs]
  ring
```

The statement follows the theorem's name, and the proof follows `:= by`. Expanding both squares gives

$$J(c+tv)=J(c)+2tB+t^2J(v),\qquad B=\langle r(c),r(v)\rangle+\varepsilon\sum_i c_iv_i.$$

In the proof, `hX` uses linearity of $r$, `hS` expands the coefficient sum, and `ring` collects terms.

```lean
/-- The objective at any admissible `d` is its value at a solution `c` plus the objective of
the displacement `d - c`. -/
theorem objective_eq_add {ε : ℝ} {e : ι → E} {c d : ι → ℝ}
    (hc : IsSolution ε e c) (hd : ∑ i, d i = 1) :
    objective ε e d = objective ε e c + objective ε e (d - c) := by
  obtain ⟨B, hB⟩ : ∃ B : ℝ, B = inner ℝ (extrapolatedError e c) (extrapolatedError e (d - c))
      + ε * ∑ i, c i * (d - c) i := ⟨_, rfl⟩
  -- minimality along the line through `c` and `d`
  have hline : ∀ t : ℝ, 0 ≤ objective ε e (d - c) * (t * t) + (2 * B) * t + 0 := by
    intro t
    have h := hc.2 (c + t • (d - c)) (by
      simp only [Pi.add_apply, Pi.smul_apply, Pi.sub_apply, smul_eq_mul,
        Finset.sum_add_distrib, ← Finset.mul_sum, Finset.sum_sub_distrib, hc.1, hd]
      ring)
    rw [objective_line, ← hB] at h
    linarith
  -- a nonnegative quadratic that vanishes at zero has no linear term
  have hdisc := discrim_le_zero hline
  unfold discrim at hdisc
  have hB2 : B ^ 2 ≤ 0 := by linarith
  have hB0 : B = 0 := (pow_eq_zero_iff two_ne_zero).1 (le_antisymm hB2 (sq_nonneg B))
  have h1 := objective_line ε e c (d - c) 1
  rw [← hB, hB0, one_smul, add_sub_cancel] at h1
  linarith
```

Let $c$ be a solution, $d$ admissible and $v=d-c$. Since $\sum_i v_i=0$, every $c+tv$ is admissible, so minimality gives $J(v)t^2+2Bt\ge0$ for all real $t$. The discriminant $(2B)^2$ is therefore at most zero, and $B=0$. Setting $t=1$ yields

$$J(d)=J(c)+J(d-c).$$

These steps are `hline`, `hdisc`, `hB0` and `h1`.

## Uniqueness and existence

```lean
/-- With positive damping, two solutions of the DIIS problem have the same coefficients. -/
theorem solution_unique {ε : ℝ} (hε : 0 < ε) {e : ι → E} {c d : ι → ℝ}
    (hc : IsSolution ε e c) (hd : IsSolution ε e d) : d = c := by
  have h0 : objective ε e (d - c) ≤ 0 := by
    linarith [objective_eq_add hc hd.1, hd.2 c hc.1]
  unfold objective at h0
  have hs : ∑ i, (d - c) i ^ 2 ≤ 0 := by
    by_contra hn
    have := mul_pos hε (not_le.1 hn)
    linarith [sq_nonneg ‖extrapolatedError e (d - c)‖]
  funext i
  have hi := Finset.single_le_sum (f := fun i => (d - c) i ^ 2)
    (fun i _ => sq_nonneg _) (Finset.mem_univ i)
  have hz : (d - c) i = 0 :=
    (pow_eq_zero_iff two_ne_zero).1 (le_antisymm (hi.trans hs) (sq_nonneg _))
  rw [Pi.sub_apply] at hz
  linarith
```

The hypothesis `hε` is $\varepsilon>0$. If $d$ is also a solution, then $J(d)\le J(c)$, so the identity gives $J(d-c)\le0$. Both terms of $J$ are nonnegative, hence $\sum_i(d_i-c_i)^2=0$ and $d=c$. Lean obtains the vanishing sum by contradiction, then treats each component separately.

```lean
/-- Putting all the weight on the stored error `e j` gives the objective `‖e j‖² + ε`. -/
theorem objective_single [DecidableEq ι] (ε : ℝ) (e : ι → E) (j : ι) :
    objective ε e (Pi.single j 1) = ‖e j‖ ^ 2 + ε := by
  simp [objective, extrapolatedError, Pi.single_apply, ite_smul, ite_pow]
```

`Pi.single j 1` is the coefficient vector $\delta_j$, with one at $j$ and zero elsewhere. Here $r(\delta_j)=e_j$ and $\sum_i(\delta_j)_i^2=1$, so $J(\delta_j)=\|e_j\|^2+\varepsilon$.

```lean
/-- With positive damping and at least one stored error, the DIIS problem has a solution. -/
theorem exists_solution [Nonempty ι] {ε : ℝ} (hε : 0 < ε) (e : ι → E) :
    ∃ c, IsSolution ε e c := by
  classical
  obtain ⟨j⟩ := ‹Nonempty ι›
  obtain ⟨A, hA⟩ : ∃ A : ℝ, A = objective ε e (Pi.single j 1) := ⟨_, rfl⟩
  have hcont : Continuous (fun c : ι → ℝ => objective ε e c) := by
    unfold objective extrapolatedError
    fun_prop
  -- the admissible sublevel set is closed and lies in a box, hence compact
  have hclosed : IsClosed {c : ι → ℝ | ∑ i, c i = 1 ∧ objective ε e c ≤ A} :=
    (isClosed_eq (by fun_prop) continuous_const).inter (isClosed_le hcont continuous_const)
  have hbox : {c : ι → ℝ | ∑ i, c i = 1 ∧ objective ε e c ≤ A}
      ⊆ Set.Icc (fun _ => -(A / ε + 1)) (fun _ => A / ε + 1) := by
    rintro c ⟨-, hcA⟩
    unfold objective at hcA
    have hb : ∀ i, c i ^ 2 ≤ A / ε := by
      intro i
      have hi : c i ^ 2 ≤ ∑ k, c k ^ 2 := Finset.single_le_sum (f := fun k => c k ^ 2)
        (fun k _ => sq_nonneg _) (Finset.mem_univ i)
      rw [le_div_iff₀ hε]
      linarith [mul_le_mul_of_nonneg_left hi hε.le, sq_nonneg ‖extrapolatedError e c‖]
    constructor
    · intro i
      show -(A / ε + 1) ≤ c i
      nlinarith [hb i, sq_nonneg (c i + 1), sq_nonneg (c i)]
    · intro i
      show c i ≤ A / ε + 1
      nlinarith [hb i, sq_nonneg (c i - 1), sq_nonneg (c i)]
  have hK := isCompact_Icc.of_isClosed_subset hclosed hbox
  obtain ⟨c, hcK, hmin⟩ := hK.exists_isMinOn
    ⟨Pi.single j 1, by simp, hA.ge⟩ hcont.continuousOn
  refine ⟨c, hcK.1, fun d hd => ?_⟩
  by_cases h : objective ε e d ≤ A
  · exact isMinOn_iff.1 hmin d ⟨hd, h⟩
  · exact hcK.2.trans (not_le.1 h).le
```

`Nonempty ι` supplies at least one stored error; with none, the coefficients could not sum to one. Put $A=J(\delta_j)$. Admissible coefficients with $J(c)\le A$ satisfy $c_i^2\le A/\varepsilon$, and hence $|c_i|\le A/\varepsilon+1$. They form a closed, bounded set containing $\delta_j$, on which the continuous function $J$ attains its minimum. Admissible coefficients outside the set have $J>A$, so this minimum is global.

## The coefficient bound

```lean
/-- The squared coefficients of a damped DIIS solution sum to at most `1 + ‖e j‖² / (2 ε)`,
for every stored error `e j`. -/
theorem sum_sq_le {ε : ℝ} (hε : 0 < ε) {e : ι → E} {c : ι → ℝ}
    (hc : IsSolution ε e c) (j : ι) :
    ∑ i, c i ^ 2 ≤ 1 + ‖e j‖ ^ 2 / (2 * ε) := by
  classical
  have h := objective_eq_add hc (d := Pi.single j 1) (by simp)
  have hX : extrapolatedError e (Pi.single j 1 - c) = e j - extrapolatedError e c := by
    simp [extrapolatedError, sub_smul, Finset.sum_sub_distrib, Pi.single_apply, ite_smul]
  rw [objective_single] at h
  unfold objective at h
  rw [hX] at h
  have hpos : 0 ≤ ε * ∑ i, ((Pi.single j 1 - c : ι → ℝ) i) ^ 2 :=
    mul_nonneg hε.le (Finset.sum_nonneg fun i _ => sq_nonneg _)
  -- `e j` splits into the extrapolated error and a remainder
  have htri : ‖e j‖ ≤ ‖extrapolatedError e c‖ + ‖e j - extrapolatedError e c‖ := by
    simpa using norm_add_le (extrapolatedError e c) (e j - extrapolatedError e c)
  have hsq := pow_le_pow_left₀ (norm_nonneg (e j)) htri 2
  have hkey : (∑ i, c i ^ 2 - 1) * (2 * ε) ≤ ‖e j‖ ^ 2 := by
    nlinarith [sq_nonneg (‖extrapolatedError e c‖ - ‖e j - extrapolatedError e c‖)]
  have := (le_div_iff₀ (by positivity : 0 < 2 * ε)).2 hkey
  linarith
```

Write $r=r(c)$ and insert $d=\delta_j$ into the identity:

$$\|e_j\|^2+\varepsilon=\|r\|^2+\varepsilon\sum_i c_i^2+\|e_j-r\|^2+\varepsilon\sum_i(\delta_j-c)_i^2.$$

The last term is nonnegative (`hpos`). The triangle inequality (`htri`), squared, gives

$$\|e_j\|^2\le(\|r\|+\|e_j-r\|)^2\le2\|r\|^2+2\|e_j-r\|^2.$$

Together these give $\varepsilon(\sum_i c_i^2-1)\le\tfrac12\|e_j\|^2$, which is `hkey` up to a factor of two. Division by $\varepsilon$ finishes the proof. The smallest stored error gives the sharpest of these bounds.

```lean
/-- With positive damping and at least one stored error, the DIIS problem has exactly one
solution, and its squared coefficients sum to at most `1 + ‖e j‖² / (2 ε)` for every `j`. -/
theorem existsUnique_solution_with_bound [Nonempty ι] {ε : ℝ} (hε : 0 < ε) (e : ι → E) :
    ∃ c, IsSolution ε e c ∧ (∀ d, IsSolution ε e d → d = c) ∧
      ∀ j, ∑ i, c i ^ 2 ≤ 1 + ‖e j‖ ^ 2 / (2 * ε) := by
  obtain ⟨c, hc⟩ := exists_solution hε e
  exact ⟨c, hc, fun d hd => solution_unique hε hc hd, sum_sq_le hε hc⟩
```

This collects existence, uniqueness and the bound for every $j$ in one statement.

## The size of the extrapolated error, and the undamped case

```lean
/-- The squared extrapolated error of a damped solution exceeds that of any stored error by
at most `ε (1 - 1/n)`, where `n` is the number of stored errors. -/
theorem residual_le {ε : ℝ} (hε : 0 ≤ ε) {e : ι → E} {c : ι → ℝ}
    (hc : IsSolution ε e c) (j : ι) :
    ‖extrapolatedError e c‖ ^ 2 ≤ ‖e j‖ ^ 2 + ε * (1 - 1 / (Fintype.card ι : ℝ)) := by
  classical
  have hn : (0 : ℝ) < Fintype.card ι := by
    exact_mod_cast Fintype.card_pos_iff.2 ⟨j⟩
  -- coefficients that sum to one have squares summing to at least `1/n`
  have hcs : 1 / (Fintype.card ι : ℝ) ≤ ∑ i, c i ^ 2 := by
    have h := sq_sum_le_card_mul_sum_sq (s := (Finset.univ : Finset ι)) (f := c)
    rw [hc.1, Finset.card_univ] at h
    rw [div_le_iff₀ hn]
    linarith
  have h := hc.2 (Pi.single j 1) (by simp)
  rw [objective_single] at h
  unfold objective at h
  linarith [mul_le_mul_of_nonneg_left hcs hε]
```

Let $n$ be the number of stored errors. Cauchy–Schwarz gives $1=(\sum_i c_i)^2\le n\sum_i c_i^2$, which is `hcs`. Comparing $J(c)$ with $J(\delta_j)$ then gives

$$\|r\|^2\le\|e_j\|^2+\varepsilon\left(1-\frac1n\right).$$

For $n=1$ the only admissible coefficient is one, and this is an equality.

The comparison is with the stored errors, not with the smallest error reachable without damping, which can be much lower. On the real line, the errors $1$ and $1+\eta$ with $\eta\ne0$ combine to zero with coefficients $(1+\eta)/\eta$ and $-1/\eta$, which are very large for small $\eta$. With a fixed $\varepsilon>0$, the damped extrapolated error tends to $1$ as $\eta\to0$.

```lean
/-- Without damping, two equal stored errors admit solutions whose squared coefficients have
a sum larger than any given number. -/
theorem undamped_unbounded (v : E) (M : ℝ) :
    ∃ c : Fin 2 → ℝ, IsSolution 0 ![v, v] c ∧ M < ∑ i, c i ^ 2 := by
  -- every admissible choice reproduces the same error `v`
  have hobj : ∀ d : Fin 2 → ℝ, ∑ i, d i = 1 → objective 0 ![v, v] d = ‖v‖ ^ 2 := by
    intro d hd
    rw [Fin.sum_univ_two] at hd
    simp [objective, extrapolatedError, Fin.sum_univ_two, ← add_smul, hd]
  have hsum : ∑ i, (![1 + |M|, -|M|] : Fin 2 → ℝ) i = 1 := by
    simp [Fin.sum_univ_two]
  refine ⟨![1 + |M|, -|M|], ⟨hsum, fun d hd => ?_⟩, ?_⟩
  · rw [hobj _ hsum, hobj d hd]
  · simp only [Fin.sum_univ_two, Matrix.cons_val_zero, Matrix.cons_val_one]
    nlinarith [le_abs_self M, abs_nonneg M, sq_nonneg |M|]

end

end DampedDIIS
```

Take $\varepsilon=0$ and two equal errors $v$. Every admissible pair reproduces $v$, so every admissible pair is a solution. For any real $M$, the pair $(1+|M|,-|M|)$ has squared coefficients summing to $1+2|M|+2M^2>M$. So for two equal errors without damping, the solution is not unique and no common bound on the coefficients of all solutions exists.

```lean
#print axioms DampedDIIS.existsUnique_solution_with_bound
#print axioms DampedDIIS.residual_le
#print axioms DampedDIIS.undamped_unbounded
```

```
'DampedDIIS.existsUnique_solution_with_bound' depends on axioms: [propext, Classical.choice, Quot.sound]
'DampedDIIS.residual_le' depends on axioms: [propext, Classical.choice, Quot.sound]
'DampedDIIS.undamped_unbounded' depends on axioms: [propext, Classical.choice, Quot.sound]
```
